An open-shell determinant with Sz = 0 that is not an eigenstate of S²

A statement about Slater determinants can be made in a concrete space, such as a Fock space or a space of antisymmetric wavefunctions, or from the operator algebra alone. The theorems below assume the algebra. V is any complex inner product space, with ⟨x, y⟩ conjugate-linear in x and no assumption of finite dimension or completeness. Spatial orbitals form a finite type `ι`, and a spin orbital p = (k, σ) pairs an orbital k with a spin σ ∈ {↑, ↓}.

In Lean 4 with Mathlib:

```lean
import Mathlib

open Complex
open scoped InnerProductSpace

namespace OpenShellDeterminant

noncomputable section

/-- The two spin projections of an electron. -/
inductive Spin
  | up
  | down
  deriving DecidableEq

instance : Fintype Spin := ⟨{Spin.up, Spin.down}, fun x => by cases x <;> decide⟩

open Spin
```

Creators c_p and annihilators a_p are linear maps defined on all of V. With {A, B} = AB + BA, the structure `IsCAR` assumes

{c_p, c_q} = 0,  {a_p, c_q} = δ_pq,  ⟨c_p x, y⟩ = ⟨x, a_p y⟩.

The δ_pq makes the spin orbitals orthonormal. That both spins share the same spatial orbitals is expressed by the spin operators S₊ and S₋ defined below, which change the spin and keep the orbital index k. The relation {a_p, a_q} = 0 follows from the first and third of these, so it is not listed; the proofs below do not use it.

```lean
variable {ι V : Type*} [Fintype ι] [DecidableEq ι] [NormedAddCommGroup V]
  [InnerProductSpace ℂ V]

/-- Canonical anticommutation relations `{c_p, c_q} = 0`, `{a_p, c_q} = δ_pq` for spin
orbitals, with `c_p` adjoint to `a_p`. -/
structure IsCAR (c a : ι × Spin → Module.End ℂ V) : Prop where
  cc : ∀ p q, c p * c q + c q * c p = 0
  ac : ∀ p q, a p * c q + c q * a p = if p = q then 1 else 0
  adj : ∀ p x y, ⟪c p x, y⟫_ℂ = ⟪x, a p y⟫_ℂ
```

The determinant `pair c v p q` is c_p c_q v. The vacuum conditions a_p v = 0 and ‖v‖ = 1 enter later as `hv` and `hn`.

```lean
/-- The two-electron determinant `c_p c_q v`. -/
def pair (c : ι × Spin → Module.End ℂ V) (v : V) (p q : ι × Spin) : V := c p (c q v)
```

Spin operators are in units ħ = 1 and are built from `spinFlip`:

F_στ = Σ_k c_kσ a_kτ,  S₊ = F_↑↓,  S₋ = F_↓↑,
Sx = (S₊ + S₋)/2,  Sy = −I (S₊ − S₋)/2,  Sz = (F_↑↑ − F_↓↓)/2,
S² = Sx² + Sy² + Sz²,

where I is the imaginary unit.

```lean
/-- The one-body operator `∑_k c_{kσ} a_{kτ}`. -/
def spinFlip (c a : ι × Spin → Module.End ℂ V) (σ τ : Spin) : Module.End ℂ V :=
  ∑ k, c (k, σ) * a (k, τ)

/-- Spin raising operator `S₊ = ∑_k c_{k↑} a_{k↓}`. -/
def Splus (c a : ι × Spin → Module.End ℂ V) : Module.End ℂ V := spinFlip c a up down

/-- Spin lowering operator `S₋ = ∑_k c_{k↓} a_{k↑}`. -/
def Sminus (c a : ι × Spin → Module.End ℂ V) : Module.End ℂ V := spinFlip c a down up

/-- `Sx = (S₊ + S₋)/2`. -/
def Sx (c a : ι × Spin → Module.End ℂ V) : Module.End ℂ V :=
  (1 / 2 : ℂ) • (Splus c a + Sminus c a)

/-- `Sy = -i (S₊ - S₋)/2`. -/
def Sy (c a : ι × Spin → Module.End ℂ V) : Module.End ℂ V :=
  (-I / 2) • (Splus c a - Sminus c a)

/-- `Sz = (N↑ - N↓)/2`. -/
def Sz (c a : ι × Spin → Module.End ℂ V) : Module.End ℂ V :=
  (1 / 2 : ℂ) • (spinFlip c a up up - spinFlip c a down down)

/-- Total spin squared `S² = Sx² + Sy² + Sz²`. -/
def spinSq (c a : ι × Spin → Module.End ℂ V) : Module.End ℂ V :=
  Sx c a * Sx c a + Sy c a * Sy c a + Sz c a * Sz c a
```

Step 1. The mixed anticommutator applied to a vector x gives

a_p c_q x = δ_pq x − c_q a_p x.

```lean
variable {c a : ι × Spin → Module.End ℂ V} {v : V}

omit [Fintype ι] in
/-- Moving an annihilator through a creator: `a_p c_q x = δ_pq x - c_q a_p x`. -/
theorem annihilate_create (h : IsCAR c a) (p q : ι × Spin) (x : V) :
    a p (c q x) = (if p = q then x else 0) - c q (a p x) := by
  have e := LinearMap.congr_fun (h.ac p q) x
  simp only [LinearMap.add_apply, Module.End.mul_apply] at e
  rw [eq_sub_iff_add_eq, e]
  split_ifs <;> simp
```

Step 2. Using this twice, with a_q v = 0 at the end,

a_q c_r c_s v = δ_qr c_s v − c_r (δ_qs v − c_s a_q v) = δ_qr c_s v − δ_qs c_r v.

```lean
omit [Fintype ι] in
/-- On a vacuum `v`: `a_q c_r c_s v = δ_qr c_s v - δ_qs c_r v`. -/
theorem annihilate_pair (h : IsCAR c a) (hv : ∀ p, a p v = 0) (q r s : ι × Spin) :
    a q (pair c v r s) = (if q = r then c s v else 0) - (if q = s then c r v else 0) := by
  unfold pair
  rw [annihilate_create h q r, annihilate_create h q s v, hv]
  split_ifs <;> simp
```

Step 3. For orbitals i, j and spins α, β,

F_στ c_iα c_jβ v = Σ_k c_kσ (δ_ki δ_τα c_jβ v − δ_kj δ_τβ c_iα v)
= δ_τα c_iσ c_jβ v + δ_τβ c_iα c_jσ v.

In the proof `hs` collapses the sum over k, and `anti` reorders c_jσ c_iα, which turns the minus sign into a plus.

```lean
/-- `∑_k c_{kσ} a_{kτ}` acting on `c_{iα} c_{jβ} v` turns spin `τ` into `σ` on each
electron in turn. -/
theorem spinFlip_pair (h : IsCAR c a) (hv : ∀ p, a p v = 0) (σ τ α β : Spin) (i j : ι) :
    spinFlip c a σ τ (pair c v (i, α) (j, β)) =
      (if τ = α then pair c v (i, σ) (j, β) else 0) +
        (if τ = β then pair c v (i, α) (j, σ) else 0) := by
  have anti : c (j, σ) (c (i, α) v) = -c (i, α) (c (j, σ) v) :=
    eq_neg_of_add_eq_zero_left (LinearMap.congr_fun (h.cc (j, σ) (i, α)) v)
  -- the Kronecker delta selects one orbital from the sum
  have hs : ∀ (l : ι) (γ : Spin) (x : V),
      ∑ k, c (k, σ) (if (k, τ) = (l, γ) then x else 0) = if τ = γ then c (l, σ) x else 0 := by
    intro l γ x
    rw [Finset.sum_eq_single l]
    · by_cases hγ : τ = γ <;> simp [hγ]
    · intro k _ hk
      simp [hk]
    · simp
  simp only [spinFlip, LinearMap.sum_apply, Module.End.mul_apply, annihilate_pair h hv,
    map_sub, Finset.sum_sub_distrib, hs]
  simp only [pair]
  rw [anti]
  split_ifs <;> simp
```

Step 4. Adjointness, applied twice in `h2`, then step 2 and ⟨v, a_q c_t v⟩ = δ_qt (contained in `e`), give

⟨c_p c_q v, c_r c_s v⟩ = ⟨v, a_q a_p c_r c_s v⟩ = δ_pr δ_qs − δ_ps δ_qr.

```lean
omit [Fintype ι] in
/-- On a unit vacuum: `⟨c_p c_q v, c_r c_s v⟩ = δ_pr δ_qs - δ_ps δ_qr`. -/
theorem overlap_pair (h : IsCAR c a) (hv : ∀ p, a p v = 0) (hn : ‖v‖ = 1)
    (p q r s : ι × Spin) :
    ⟪pair c v p q, pair c v r s⟫_ℂ =
      (if p = r ∧ q = s then 1 else 0) - (if p = s ∧ q = r then 1 else 0) := by
  -- move both creators to the right-hand slot as annihilators
  have h2 : ⟪pair c v p q, pair c v r s⟫_ℂ = ⟪v, a q (a p (pair c v r s))⟫_ℂ :=
    (h.adj p _ _).trans (h.adj q _ _)
  have e : ∀ (P : Prop) [Decidable P] (t : ι × Spin),
      ⟪v, a q (if P then c t v else 0)⟫_ℂ = if P ∧ q = t then 1 else 0 := by
    intro P _ t
    by_cases hP : P <;> by_cases ht : q = t <;>
      simp [hP, ht, annihilate_create h, hv, hn]
  rw [h2, annihilate_pair h hv, map_sub, inner_sub_right, e, e]
```

Step 5. Since (−I/2)² = −1/4 (`hI`),

Sx² = (S₊² + S₊S₋ + S₋S₊ + S₋²)/4,  Sy² = −(S₊² − S₊S₋ − S₋S₊ + S₋²)/4,
S² = (S₊S₋ + S₋S₊)/2 + Sz².

No anticommutation relation is involved; `module` collects the coefficients.

```lean
omit [DecidableEq ι] in
/-- Ladder form of the total spin: `S² = (S₊S₋ + S₋S₊)/2 + Sz²`. -/
theorem spinSq_ladder (c a : ι × Spin → Module.End ℂ V) :
    spinSq c a = (1 / 2 : ℂ) • (Splus c a * Sminus c a + Sminus c a * Splus c a) +
      Sz c a * Sz c a := by
  have hI : (-I / 2) * (-I / 2) = (-1 / 4 : ℂ) := by linear_combination (1 / 4) * I_mul_I
  simp only [spinSq, Sx, Sy, smul_mul_assoc, mul_smul_comm, smul_smul, hI]
  simp only [mul_add, add_mul, mul_sub, sub_mul]
  module
```

Step 6. Put w = c_i↑ c_j↓ v and w′ = c_i↓ c_j↑ v. By step 3,

S₋w = S₋w′ = c_i↓ c_j↓ v,  S₊ c_i↓ c_j↓ v = w + w′,
S₊w = S₊w′ = c_i↑ c_j↑ v,  S₋ c_i↑ c_j↑ v = w′ + w,
Sz w = (w − w)/2 = 0,  Sz w′ = 0.

Hence S²w = S²w′ = w + w′ for all i and j, equal or not.

```lean
/-- With `w = c_{i↑} c_{j↓} v` and `w' = c_{i↓} c_{j↑} v`: `S² w = S² w' = w + w'`. -/
theorem spinSq_pair (h : IsCAR c a) (hv : ∀ p, a p v = 0) (i j : ι) :
    spinSq c a (pair c v (i, up) (j, down)) =
        pair c v (i, up) (j, down) + pair c v (i, down) (j, up) ∧
      spinSq c a (pair c v (i, down) (j, up)) =
        pair c v (i, up) (j, down) + pair c v (i, down) (j, up) := by
  rw [spinSq_ladder]
  constructor <;> (simp [Splus, Sminus, Sz, spinFlip_pair h hv]; module)
```

Step 7. Step 4 gives ⟨w, w⟩ = ⟨w′, w′⟩ = 1 and ⟨w, w′⟩ = ⟨w′, w⟩ = −δ_ij. For i ≠ j, which requires at least two orbitals,

⟨w, S²w⟩ = ⟨w, w⟩ + ⟨w, w′⟩ = 1.

If S²w = z w for some complex z, projecting on w′ (the `congrArg` step) gives

1 = ⟨w′, w + w′⟩ = z ⟨w′, w⟩ = 0,

a contradiction. The theorem reads: under `IsCAR c a`, with a unit vacuum and distinct orbitals, w has norm one, Sz w = 0 and ⟨w, S²w⟩ = 1, and no z satisfies S²w = z w.

```lean
/-- For distinct orbitals `i, j` the determinant `w = c_{i↑} c_{j↓} v` is normalised, has
`Sz w = 0` and `⟨w, S² w⟩ = 1`, but `S² w` is not a multiple of `w`. -/
theorem openShell_not_spin_eigenstate (h : IsCAR c a) (hv : ∀ p, a p v = 0) (hn : ‖v‖ = 1)
    {i j : ι} (hij : i ≠ j) :
    ⟪pair c v (i, up) (j, down), pair c v (i, up) (j, down)⟫_ℂ = 1 ∧
    Sz c a (pair c v (i, up) (j, down)) = 0 ∧
    ⟪pair c v (i, up) (j, down), spinSq c a (pair c v (i, up) (j, down))⟫_ℂ = 1 ∧
    ¬ ∃ z : ℂ, spinSq c a (pair c v (i, up) (j, down)) = z • pair c v (i, up) (j, down) := by
  refine ⟨?_, ?_, ?_, ?_⟩
  · rw [overlap_pair h hv hn]; simp
  · simp [Sz, spinFlip_pair h hv]
  · rw [(spinSq_pair h hv i j).1, inner_add_right, overlap_pair h hv hn, overlap_pair h hv hn]
    simp [hij]
  · rintro ⟨z, hz⟩
    -- project on the spin-exchanged determinant, which is orthogonal to w
    have e := congrArg (inner ℂ (pair c v (i, down) (j, up))) hz
    rw [(spinSq_pair h hv i j).1, inner_add_right, inner_smul_right, overlap_pair h hv hn,
      overlap_pair h hv hn] at e
    simp [hij] at e
```

For i = j, anticommutation gives w′ = −w, so S²w = 0 = 0·w. Thus S²w is a multiple of w exactly when the shell is closed.

```lean
/-- `S² w` is a multiple of `w = c_{i↑} c_{j↓} v` exactly when both electrons share one
orbital. -/
theorem spin_eigenstate_iff (h : IsCAR c a) (hv : ∀ p, a p v = 0) (hn : ‖v‖ = 1) (i j : ι) :
    (∃ z : ℂ, spinSq c a (pair c v (i, up) (j, down)) = z • pair c v (i, up) (j, down)) ↔
      i = j := by
  constructor
  · intro hz
    by_contra hij
    exact (openShell_not_spin_eigenstate h hv hn hij).2.2.2 hz
  · rintro rfl
    refine ⟨0, ?_⟩
    rw [(spinSq_pair h hv i i).1, zero_smul]
    exact LinearMap.congr_fun (h.cc (i, up) (i, down)) v
```

For i ≠ j the overlaps give ⟨w ∓ w′, w ∓ w′⟩ = 2, and step 6 gives

S²(w − w′) = 0,  S²(w + w′) = 2 (w + w′).

The normalised states are (w − w′)/√2 and (w + w′)/√2. Their eigenvalues are S(S + 1) for total spin S = 0 and S = 1, hence the name `singlet_triplet`; the angular momentum commutators and the full spectrum of S² are not derived.

```lean
/-- For distinct orbitals `w - w'` and `w + w'` have squared norm 2, with `S² (w - w') = 0`
and `S² (w + w') = 2 (w + w')`. -/
theorem singlet_triplet (h : IsCAR c a) (hv : ∀ p, a p v = 0) (hn : ‖v‖ = 1)
    {i j : ι} (hij : i ≠ j) {w w' : V} (hw : w = pair c v (i, up) (j, down))
    (hw' : w' = pair c v (i, down) (j, up)) :
    ⟪w - w', w - w'⟫_ℂ = 2 ∧ ⟪w + w', w + w'⟫_ℂ = 2 ∧
    spinSq c a (w - w') = 0 ∧ spinSq c a (w + w') = (2 : ℂ) • (w + w') := by
  rw [hw, hw']
  refine ⟨?_, ?_, ?_, ?_⟩
  · simp only [inner_sub_left, inner_sub_right, overlap_pair h hv hn]
    simp [hij]
    norm_num
  · simp only [inner_add_left, inner_add_right, overlap_pair h hv hn]
    simp [hij]
    norm_num
  · rw [map_sub, (spinSq_pair h hv i j).1, (spinSq_pair h hv i j).2, sub_self]
  · rw [map_add, (spinSq_pair h hv i j).1, (spinSq_pair h hv i j).2, two_smul]
```

A concrete space shows that the hypotheses can be met with two distinct orbitals. For orbitals 0 and 1 of `Fin 2`, a pattern s records which of the four spin orbitals are occupied, `toggle p s` switches the occupation of p, and `mode` orders them 0↑, 0↓, 1↑, 1↓.

```lean
/-- Occupation patterns of the four spin orbitals of two orbitals. -/
abbrev Occ := Fin 2 × Spin → Bool

/-- The pattern with no electron. -/
def emptyOcc : Occ := fun _ => false

/-- Switch the occupation of spin orbital `p`. -/
def toggle (p : Fin 2 × Spin) (s : Occ) : Occ := fun q => if q = p then !s q else s q

/-- Position of a spin orbital in the order 0↑, 0↓, 1↑, 1↓. -/
def mode (p : Fin 2 × Spin) : ℕ := 2 * p.1.val + if p.2 = up then 0 else 1
```

On amplitudes x(s) over the 16 patterns, with n_p(s) the number of occupied spin orbitals before p, the Jordan-Wigner operators are

(c_p x)(s) = (−1)^(n_p(s)) x(toggle p s) if p is occupied in s, otherwise 0,

and a_p has "empty" in place of "occupied in s". The vacuum is the basis vector of the empty pattern.

```lean
/-- Jordan-Wigner sign of `p` in pattern `s` if `p` has occupation `b`, zero otherwise. -/
def jwWeight (b : Bool) (p : Fin 2 × Spin) (s : Occ) : ℤ :=
  if s p = b then ∏ q, (if mode q < mode p ∧ s q = true then -1 else 1) else 0

/-- Jordan-Wigner creator (`b = true`) and annihilator (`b = false`) on amplitudes. -/
def jw (b : Bool) (p : Fin 2 × Spin) : Module.End ℂ (EuclideanSpace ℂ Occ) where
  toFun x := WithLp.toLp 2 fun s => (jwWeight b p s : ℂ) * x (toggle p s)
  map_add' x y := PiLp.ext fun s => by simp [mul_add]
  map_smul' z x := PiLp.ext fun s => by simp [mul_left_comm]

/-- The basis vector of the empty pattern. -/
def jwVac : EuclideanSpace ℂ Occ := WithLp.toLp 2 fun s => if s = emptyOcc then 1 else 0
```

`car_witness` supplies the hypotheses `h`, `hv`, `hn` in this space. `key` reduces each anticommutator to an integer weight times one amplitude, `hcc` and `hac` evaluate that weight by enumeration over p, q and s, and adjointness follows by reindexing the inner-product sum with the involution `toggle p`.

```lean
/-- The Jordan-Wigner operators of two orbitals obey the CAR and adjointness, with the empty
pattern as unit vacuum. -/
theorem car_witness :
    IsCAR (jw true) (jw false) ∧ (∀ p, jw false p jwVac = 0) ∧ ‖jwVac‖ = 1 := by
  have happ : ∀ b p (x : EuclideanSpace ℂ Occ) s,
      jw b p x s = (jwWeight b p s : ℂ) * x (toggle p s) := fun _ _ _ _ => rfl
  have hinv : ∀ p s, toggle p (toggle p s) = s := by decide +kernel
  have hcomm : ∀ p q s, toggle p (toggle q s) = toggle q (toggle p s) := by decide +kernel
  have hw : ∀ p s, jwWeight false p (toggle p s) = jwWeight true p s := by decide +kernel
  have h0 : ∀ p s, toggle p s = emptyOcc → jwWeight false p s = 0 := by decide +kernel
  have hcc : ∀ p q s, jwWeight true p s * jwWeight true q (toggle p s) +
      jwWeight true q s * jwWeight true p (toggle q s) = 0 := by decide +kernel
  have hac : ∀ p q s, jwWeight false p s * jwWeight true q (toggle p s) +
      jwWeight true q s * jwWeight false p (toggle q s) = if p = q then 1 else 0 := by
    decide +kernel
  have key : ∀ b p q (x : EuclideanSpace ℂ Occ) s,
      (jw b p * jw true q + jw true q * jw b p) x s =
        ((jwWeight b p s * jwWeight true q (toggle p s) +
          jwWeight true q s * jwWeight b p (toggle q s) : ℤ) : ℂ) *
          x (toggle p (toggle q s)) := by
    intro b p q x s
    simp only [LinearMap.add_apply, Module.End.mul_apply, PiLp.add_apply, happ]
    rw [hcomm q p s]
    push_cast
    ring
  refine ⟨⟨fun p q => ?_, fun p q => ?_, fun p x y => ?_⟩, fun p => ?_, ?_⟩
  · refine LinearMap.ext fun x => PiLp.ext fun s => ?_
    rw [key, hcc]
    simp
  · refine LinearMap.ext fun x => PiLp.ext fun s => ?_
    rw [key, hac]
    by_cases hpq : p = q
    · subst hpq
      simp [hinv]
    · simp [hpq]
  · simp only [PiLp.inner_apply, RCLike.inner_apply, happ, map_mul, map_intCast]
    refine Fintype.sum_bijective (toggle p) (Function.Involutive.bijective (hinv p)) _ _
      fun s => ?_
    simp only [hinv, hw]
    ring
  · refine PiLp.ext fun s => ?_
    rw [happ]
    by_cases hs : toggle p s = emptyOcc
    · simp [h0 p s hs]
    · simp [jwVac, hs]
  · rw [EuclideanSpace.norm_eq, Finset.sum_eq_single emptyOcc]
    · simp [jwVac]
    · intro s _ hs
      simp [jwVac, hs]
    · simp

end

end OpenShellDeterminant
```
```lean
#print axioms OpenShellDeterminant.openShell_not_spin_eigenstate
#print axioms OpenShellDeterminant.spin_eigenstate_iff
#print axioms OpenShellDeterminant.singlet_triplet
```

```
'OpenShellDeterminant.openShell_not_spin_eigenstate' depends on axioms: [propext, Classical.choice, Quot.sound]
'OpenShellDeterminant.spin_eigenstate_iff' depends on axioms: [propext, Classical.choice, Quot.sound]
'OpenShellDeterminant.singlet_triplet' depends on axioms: [propext, Classical.choice, Quot.sound]
```

For two electrons in orthonormal orbitals shared by both spins, with no Hamiltonian involved, the result shows that for i ≠ j a configuration-interaction basis of determinants built from these spin orbitals needs both w and w′ to represent w − w′ or w + w′, since by step 4 each of the two is orthogonal to every other such determinant. As a comparison not drawn from the theorems: spin-unrestricted programs evaluate, for a determinant with N↑ ≥ N↓ electrons of each spin, spin projection M = (N↑ − N↓)/2 and occupied spatial orbitals φ_m↑, φ_n↓, orthonormal within each spin,

⟨S²⟩ = M(M + 1) + N↓ − Σ_mn |⟨φ_m↑, φ_n↓⟩|²,

which for w is 1 − δ_ij.
